# Harmonic-oscillator strengths: n+1 upward, −n downward, total 1

A charged particle in a one-dimensional harmonic well has been excited to level n. Light can drive it up to level n+1 or down to level n−1. For light polarised along the well, the oscillator strengths of all transitions out of the level add up to 1. Can a single one then be larger than 1? It can, from every excited level, because the downward strength is negative.

```lean
import Mathlib

open scoped InnerProductSpace ComplexConjugate

namespace HarmonicOscillatorStrength

noncomputable section

variable {E : Type*} [NormedAddCommGroup E] [InnerProductSpace ℂ E]
```

`E` is a complex inner-product space. The bracket `⟪u, v⟫_ℂ` is the physicist's ⟨u|v⟩, conjugate-linear in the first entry; below it is written ⟨u, v⟩.

```lean
/-- Mutually adjoint ladder operators `a`, `b` with `ab - ba = 1`, and a unit vector `ψ₀`
annihilated by `a`. -/
structure IsLadder (a b : E →ₗ[ℂ] E) (ψ₀ : E) : Prop where
  adj : ∀ u v, ⟪a u, v⟫_ℂ = ⟪u, b v⟫_ℂ
  comm : ∀ v, a (b v) - b (a v) = v
  vac : a ψ₀ = 0
  unit : ‖ψ₀‖ = 1
```

`IsLadder` collects the assumptions: a and b are mutually adjoint, ab − ba = 1, and a annihilates a unit vector ψ₀. The commutator is [x, p] = i in ladder form, with ħ = 1 and unit mass. Both maps act on all of `E`, so `E` stands for a space such as the finite combinations of oscillator eigenfunctions, not for all square-integrable functions.

```lean
/-- The ladder amplitude `√(n+1)`, as a complex number. -/
def amp (n : ℕ) : ℂ := ((Real.sqrt ((n : ℝ) + 1) : ℝ) : ℂ)
```

`amp n` is √(n+1), stored as a complex number.

```lean
/-- The `n`-th oscillator state `bⁿψ₀ / √(n!)`. -/
def state (b : E →ₗ[ℂ] E) (ψ₀ : E) (n : ℕ) : E :=
  ((Real.sqrt (n.factorial : ℝ) : ℝ) : ℂ)⁻¹ • (b ^ n) ψ₀
```

These are the states ψ_n = bⁿψ₀/√(n!).

```lean
/-- The position operator `x = (a + b)/√(2w)`, for frequency `w > 0`. -/
def position (a b : E →ₗ[ℂ] E) (w : ℝ) : E →ₗ[ℂ] E :=
  ((Real.sqrt (2 * w) : ℝ) : ℂ)⁻¹ • (a + b)
```

Position is x = (a + b)/√(2w), where w is the angular frequency. The theorems that need w > 0 assume it as `hw`.

```lean
/-- The momentum operator `p = i√(w/2)(b - a)`, for frequency `w > 0`. -/
def momentum (a b : E →ₗ[ℂ] E) (w : ℝ) : E →ₗ[ℂ] E :=
  (Complex.I * ((Real.sqrt (w / 2) : ℝ) : ℂ)) • (b - a)
```

Momentum is p = i√(w/2)(b − a).

```lean
/-- The oscillator Hamiltonian `p²/2 + w²x²/2`, for frequency `w > 0`. -/
def hamiltonian (a b : E →ₗ[ℂ] E) (w : ℝ) : E →ₗ[ℂ] E :=
  (1 / 2 : ℂ) • (momentum a b w * momentum a b w)
    + ((w : ℂ) ^ 2 / 2) • (position a b w * position a b w)
```

The Hamiltonian is H = p²/2 + w²x²/2; `*` between linear maps means composition.

```lean
/-- The energy `w(n + 1/2)` of level `n`. -/
def energy (w : ℝ) (n : ℕ) : ℝ := w * ((n : ℝ) + 1 / 2)
```

This only names E_n = w(n + 1/2). That it is an eigenvalue of H is proved below.

```lean
/-- The oscillator strength `2(E_m - E_n)|⟨ψ_m, x ψ_n⟩|²` of the transition from level `n`
to level `m`, for frequency `w > 0`. -/
def oscillatorStrength (a b : E →ₗ[ℂ] E) (ψ₀ : E) (w : ℝ) (n m : ℕ) : ℝ :=
  2 * (energy w m - energy w n) * ‖⟪state b ψ₀ m, position a b w (state b ψ₀ n)⟫_ℂ‖ ^ 2
```

The strength from initial level n to final level m is

f(n→m) = 2(E_m − E_n) |⟨ψ_m, xψ_n⟩|².

This is the strength for light polarised along x. The direction-averaged strength usually quoted for molecules has 2/3 in place of 2 and adds the squared matrix elements of x, y and z.

```lean
/-- The ladder amplitude squares to `n+1`, is nonzero, and is real. -/
theorem amp_spec (n : ℕ) : amp n * amp n = (n : ℂ) + 1 ∧ amp n ≠ 0 ∧ conj (amp n) = amp n := by
  have h : amp n * amp n = (n : ℂ) + 1 := by
    rw [amp, ← Complex.ofReal_mul, Real.mul_self_sqrt (by positivity)]
    simp
  refine ⟨h, fun h0 => ?_, Complex.conj_ofReal _⟩
  rw [h0, zero_mul] at h
  exact Nat.cast_add_one_ne_zero n h.symm
```

The amplitude squares to n+1, is nonzero and is real. Later proofs use this to cancel it and to take it out of either side of a bracket.

```lean
/-- The raising operator takes `ψ_n` to `√(n+1) ψ_(n+1)`. -/
theorem raise (b : E →ₗ[ℂ] E) (ψ₀ : E) (n : ℕ) :
    b (state b ψ₀ n) = amp n • state b ψ₀ (n + 1) := by
  have e : ((n + 1).factorial : ℝ) = ((n : ℝ) + 1) * (n.factorial : ℝ) := by
    simp [Nat.factorial_succ]
  have h : ((Real.sqrt ((n + 1).factorial : ℝ) : ℝ) : ℂ)
      = amp n * ((Real.sqrt (n.factorial : ℝ) : ℝ) : ℂ) := by
    rw [e, Real.sqrt_mul (by positivity), Complex.ofReal_mul, amp]
  rw [state, state, h, map_smul, pow_succ', Module.End.mul_apply, smul_smul, mul_inv,
    mul_inv_cancel_left₀ (amp_spec n).2.1]
```

The raising rule follows from the normalisation alone, since (n+1)! = (n+1)·n!:

bψ_n = bⁿ⁺¹ψ₀/√(n!) = √(n+1) ψ_(n+1).

```lean
variable {a b : E →ₗ[ℂ] E} {ψ₀ : E} {w : ℝ}

/-- The number operator `ba` has the value `n` on `ψ_n`, and the lowering operator takes
`ψ_(n+1)` to `√(n+1) ψ_n`. -/
theorem number_and_lower (h : IsLadder a b ψ₀) (n : ℕ) :
    b (a (state b ψ₀ n)) = (n : ℂ) • state b ψ₀ n ∧
      a (state b ψ₀ (n + 1)) = amp n • state b ψ₀ n := by
  -- the commutator turns the number rule at `n` into the lowering rule at `n + 1`
  have step : ∀ k : ℕ, b (a (state b ψ₀ k)) = (k : ℂ) • state b ψ₀ k →
      a (state b ψ₀ (k + 1)) = amp k • state b ψ₀ k := by
    intro k hk
    have e1 : a (b (state b ψ₀ k)) = amp k • a (state b ψ₀ (k + 1)) := by
      rw [raise, map_smul]
    have e2 : amp k • a (state b ψ₀ (k + 1)) = amp k • (amp k • state b ψ₀ k) := by
      rw [← e1, smul_smul, (amp_spec k).1, eq_add_of_sub_eq (h.comm (state b ψ₀ k)), hk]
      module
    exact smul_right_injective _ (amp_spec k).2.1 e2
  have num : ∀ k : ℕ, b (a (state b ψ₀ k)) = (k : ℂ) • state b ψ₀ k := by
    intro k
    induction k with
    | zero => simp [state, h.vac]
    | succ k ih =>
      rw [step k ih, map_smul, raise, smul_smul, (amp_spec k).1, Nat.cast_add, Nat.cast_one]
  exact ⟨num n, step n (num n)⟩
```

Suppose baψ_k = kψ_k. Then

√(k+1) aψ_(k+1) = abψ_k = (ba + 1)ψ_k = (k+1)ψ_k,

and dividing by √(k+1) gives aψ_(k+1) = √(k+1) ψ_k. This is `step`. Applying b gives baψ_(k+1) = (k+1)ψ_(k+1), which carries the induction `num`; it starts from aψ₀ = 0.

```lean
/-- The oscillator states are orthonormal. -/
theorem orthonormal_state (h : IsLadder a b ψ₀) : Orthonormal ℂ (state b ψ₀) := by
  have s0 : state b ψ₀ 0 = ψ₀ := by simp [state]
  have e0 : ∀ n, ⟪state b ψ₀ 0, state b ψ₀ (n + 1)⟫_ℂ = 0 := by
    intro n
    have e : amp n * ⟪state b ψ₀ 0, state b ψ₀ (n + 1)⟫_ℂ = 0 := by
      rw [← inner_smul_right, ← raise, ← h.adj, s0, h.vac, inner_zero_left]
    exact (mul_eq_zero.mp e).resolve_left (amp_spec n).2.1
  rw [orthonormal_iff_ite]
  intro m
  induction m with
  | zero =>
    intro n
    cases n with
    | zero => rw [s0]; simp [inner_self_eq_norm_sq_to_K, h.unit]
    | succ n => rw [e0 n, if_neg (by omega : ¬ 0 = n + 1)]
  | succ m ih =>
    intro n
    cases n with
    | zero => rw [inner_eq_zero_symm.1 (e0 m), if_neg (by omega : ¬ m + 1 = 0)]
    | succ n =>
      -- move one raising operator across the inner product
      have e : amp n * ⟪state b ψ₀ (m + 1), state b ψ₀ (n + 1)⟫_ℂ
          = amp m * (if m = n then 1 else 0) := by
        rw [← inner_smul_right, ← raise, ← h.adj, (number_and_lower h m).2, inner_smul_left,
          (amp_spec m).2.2, ih]
      by_cases hmn : m = n
      · subst hmn
        apply mul_left_cancel₀ (amp_spec m).2.1
        rw [e, if_pos rfl, if_pos rfl]
      · rw [if_neg hmn, mul_zero] at e
        rw [if_neg (by omega : ¬ m + 1 = n + 1)]
        exact (mul_eq_zero.mp e).resolve_left (amp_spec n).2.1
```

ψ₀ has norm 1, and it is orthogonal to every higher state:

√(n+1)⟨ψ₀, ψ_(n+1)⟩ = ⟨ψ₀, bψ_n⟩ = ⟨aψ₀, ψ_n⟩ = 0.

Conjugation covers the reversed order. For two excited states,

√(n+1)⟨ψ_(m+1), ψ_(n+1)⟩ = ⟨aψ_(m+1), ψ_n⟩ = √(m+1)⟨ψ_m, ψ_n⟩.

Induction on m then gives 1 for equal indices and 0 otherwise.

```lean
/-- For frequency `w > 0`, the Hamiltonian `p²/2 + w²x²/2` takes `ψ_n` to `w(n + 1/2) ψ_n`. -/
theorem hamiltonian_state (h : IsLadder a b ψ₀) (hw : 0 < w) (n : ℕ) :
    hamiltonian a b w (state b ψ₀ n) = (energy w n : ℂ) • state b ψ₀ n := by
  have hwc : (w : ℂ) ≠ 0 := by exact_mod_cast hw.ne'
  have hp : (Complex.I * ((Real.sqrt (w / 2) : ℝ) : ℂ))
      * (Complex.I * ((Real.sqrt (w / 2) : ℝ) : ℂ)) = -((w : ℂ) / 2) := by
    have e : ((Real.sqrt (w / 2) : ℝ) : ℂ) * ((Real.sqrt (w / 2) : ℝ) : ℂ) = (w : ℂ) / 2 := by
      rw [← Complex.ofReal_mul, Real.mul_self_sqrt (by positivity)]
      simp
    linear_combination (Complex.I * Complex.I) * e + ((w : ℂ) / 2) * Complex.I_mul_I
  have hx : ((Real.sqrt (2 * w) : ℝ) : ℂ)⁻¹ * ((Real.sqrt (2 * w) : ℝ) : ℂ)⁻¹ * (w : ℂ) ^ 2
      = (w : ℂ) / 2 := by
    have e : ((Real.sqrt (2 * w) : ℝ) : ℂ) * ((Real.sqrt (2 * w) : ℝ) : ℂ) = 2 * (w : ℂ) := by
      rw [← Complex.ofReal_mul, Real.mul_self_sqrt (by positivity)]
      simp
    rw [← mul_inv, e]
    field_simp
  -- the squares `a²` and `b²` cancel between kinetic and potential energy
  have key : ∀ v, hamiltonian a b w v = ((w : ℂ) / 2) • (a (b v) + b (a v)) := by
    intro v
    simp only [hamiltonian, momentum, position, LinearMap.add_apply, LinearMap.smul_apply,
      LinearMap.sub_apply, Module.End.mul_apply, map_smul, map_add, map_sub]
    linear_combination (norm := module)
      hp • ((1 / 2 : ℂ) • (b (b v) - b (a v) - a (b v) + a (a v)))
        + hx • ((1 / 2 : ℂ) • (a (a v) + a (b v) + b (a v) + b (b v)))
  have hE : (energy w n : ℂ) = (w : ℂ) * ((n : ℂ) + 1 / 2) := by simp [energy]
  rw [key, eq_add_of_sub_eq (h.comm (state b ψ₀ n)), (number_and_lower h n).1, hE]
  module
```

Expanding the squares in order gives

p²/2 = −(w/4)(b² − ba − ab + a²)
w²x²/2 = (w/4)(a² + ab + ba + b²).

Their sum is H = (w/2)(ab + ba) = w(ba + 1/2), so Hψ_n = w(n + 1/2)ψ_n. Since ψ_n has norm 1 by `orthonormal_state`, it is not zero and is an eigenvector. In the code `hp` and `hx` compute the prefactors, and `key` is the cancellation of a² and b².

```lean
/-- The matrix element `⟨ψ_m, x ψ_n⟩` vanishes unless the levels are adjacent, and is then the
ladder amplitude of the lower level divided by `√(2w)`. -/
theorem position_element (h : IsLadder a b ψ₀) (w : ℝ) (m n : ℕ) :
    ⟪state b ψ₀ m, position a b w (state b ψ₀ n)⟫_ℂ = ((Real.sqrt (2 * w) : ℝ) : ℂ)⁻¹ *
      ((if m + 1 = n then amp m else 0) + (if m = n + 1 then amp n else 0)) := by
  have ho := orthonormal_iff_ite.mp (orthonormal_state h)
  have ha : ⟪state b ψ₀ m, a (state b ψ₀ n)⟫_ℂ = ⟪b (state b ψ₀ m), state b ψ₀ n⟫_ℂ := by
    rw [← inner_conj_symm, h.adj, inner_conj_symm]
  rw [position, LinearMap.smul_apply, LinearMap.add_apply, inner_smul_right, inner_add_right,
    ha, raise b ψ₀ m, raise b ψ₀ n, inner_smul_left, inner_smul_right, ho, ho,
    (amp_spec m).2.2]
  simp only [mul_ite, mul_one, mul_zero]
```

Moving a to the left side as b gives

⟨ψ_m, xψ_n⟩ = (⟨bψ_m, ψ_n⟩ + ⟨ψ_m, bψ_n⟩)/√(2w).

By the raising rule and orthonormality, the first term is √(m+1) if m+1 = n, the second is √(n+1) if m = n+1, and both vanish otherwise.

```lean
/-- Between levels `n` and `n+1`, `2w` times the squared position matrix element is `n+1`, in
both directions. -/
theorem line_strength (h : IsLadder a b ψ₀) (hw : 0 < w) (n : ℕ) :
    2 * w * ‖⟪state b ψ₀ (n + 1), position a b w (state b ψ₀ n)⟫_ℂ‖ ^ 2 = (n : ℝ) + 1 ∧
      2 * w * ‖⟪state b ψ₀ n, position a b w (state b ψ₀ (n + 1))⟫_ℂ‖ ^ 2 = (n : ℝ) + 1 := by
  have key : 2 * w * ‖((Real.sqrt (2 * w) : ℝ) : ℂ)⁻¹ * amp n‖ ^ 2 = (n : ℝ) + 1 := by
    rw [amp, norm_mul, norm_inv, Complex.norm_real, Complex.norm_real,
      Real.norm_of_nonneg (Real.sqrt_nonneg (2 * w)),
      Real.norm_of_nonneg (Real.sqrt_nonneg ((n : ℝ) + 1)), mul_pow, inv_pow,
      Real.sq_sqrt (by positivity), Real.sq_sqrt (by positivity)]
    field_simp
  constructor
  · rw [position_element h, if_neg (by omega : ¬ n + 1 + 1 = n),
      if_pos (rfl : n + 1 = n + 1), zero_add]
    exact key
  · rw [position_element h, if_pos (rfl : n + 1 = n + 1),
      if_neg (by omega : ¬ n = n + 1 + 1), add_zero]
    exact key
```

Squaring gives the line strength (n+1)/(2w) between levels n and n+1, the same in both directions.

```lean
/-- The oscillator strength out of level `n` is `n+1` to the next higher level, `-n` to the next
lower level, and zero to every other level. -/
theorem oscillatorStrength_eq (h : IsLadder a b ψ₀) (hw : 0 < w) (n m : ℕ) :
    oscillatorStrength a b ψ₀ w n m =
      (if m = n + 1 then (n : ℝ) + 1 else 0) - (if m + 1 = n then (n : ℝ) else 0) := by
  by_cases h1 : m = n + 1
  · rw [if_pos h1, if_neg (by omega : ¬ m + 1 = n)]
    subst h1
    simp only [oscillatorStrength, energy, Nat.cast_add, Nat.cast_one]
    linear_combination (line_strength h hw n).1
  · by_cases h2 : m + 1 = n
    · rw [if_neg h1, if_pos h2]
      subst h2
      simp only [oscillatorStrength, energy, Nat.cast_add, Nat.cast_one]
      linear_combination -(line_strength h hw m).2
    · rw [oscillatorStrength, position_element h, if_neg h1, if_neg h2, if_neg h1, if_neg h2]
      simp
```

Upward, the energy difference is w:

f(n→n+1) = 2w·(n+1)/(2w) = n+1.

Downward, for n ≥ 1, it is −w:

f(n→n−1) = −2w·n/(2w) = −n.

Lean writes the lower level as m with m + 1 = n; `omega` rules out the index cases that contradict each other.

```lean
/-- The oscillator strengths from level `n` to all levels sum to one. -/
theorem hasSum_oscillatorStrength (h : IsLadder a b ψ₀) (hw : 0 < w) (n : ℕ) :
    HasSum (fun m => oscillatorStrength a b ψ₀ w n m) 1 := by
  have up := hasSum_ite_eq (n + 1) ((n : ℝ) + 1)
  have down : HasSum (fun m : ℕ => if m + 1 = n then (n : ℝ) else 0) (n : ℝ) := by
    cases n with
    | zero =>
      have e : (fun m : ℕ => if m + 1 = 0 then ((0 : ℕ) : ℝ) else 0) = fun _ => 0 := by
        funext m
        simp
      rw [e, Nat.cast_zero]
      exact hasSum_zero
    | succ k =>
      have e : (fun m : ℕ => if m + 1 = k + 1 then ((k + 1 : ℕ) : ℝ) else 0)
          = fun m => if m = k then ((k + 1 : ℕ) : ℝ) else 0 := by
        funext m
        simp only [Nat.add_right_cancel_iff]
      rw [e]
      exact hasSum_ite_eq k _
  have total := up.sub down
  rw [add_sub_cancel_left] at total
  have e : (fun m => oscillatorStrength a b ψ₀ w n m) = _ :=
    funext fun m => oscillatorStrength_eq h hw n m
  rw [e]
  exact total
```

`HasSum` says that the series over all final levels m converges to the stated value, here (n+1) − n = 1. For n = 0 there is no downward term. This is the one-particle Thomas–Reiche–Kuhn value, derived here for the harmonic potential only.

```lean
/-- The upward oscillator strength from level `n` exceeds one exactly when `n ≥ 1`. -/
theorem one_lt_oscillatorStrength_iff (h : IsLadder a b ψ₀) (hw : 0 < w) (n : ℕ) :
    1 < oscillatorStrength a b ψ₀ w n (n + 1) ↔ 1 ≤ n := by
  rw [oscillatorStrength_eq h hw, if_pos (rfl : n + 1 = n + 1),
    if_neg (by omega : ¬ n + 1 + 1 = n), sub_zero]
  constructor
  · intro hn
    have h0 : (0 : ℝ) < n := by linarith
    exact_mod_cast h0
  · intro hn
    have h1 : (1 : ℝ) ≤ n := by exact_mod_cast hn
    linarith

end

end HarmonicOscillatorStrength
```

Since f(n→n+1) = n+1, it exceeds 1 exactly when n ≥ 1. For one particle in a harmonic well, then, exceeding 1 is not by itself a sign of error in a computed strength: the upward strength from every excited level does so.

The model could also have started from wavefunctions on the line, with p = −i d/dx. The ladder relations would then have to be proved, with attention to domains, and the strengths would be the same.

Putting p = i√(w/2)(b − a) in place of x = (a + b)/√(2w) in the matrix element gives, by the same argument, |⟨ψ_(n+1), pψ_n⟩|² = w(n+1)/2; this formula is not proved in the Lean code.

```lean
#print axioms HarmonicOscillatorStrength.hamiltonian_state
-- 'HarmonicOscillatorStrength.hamiltonian_state' depends on axioms: [propext, Classical.choice, Quot.sound]
#print axioms HarmonicOscillatorStrength.hasSum_oscillatorStrength
-- 'HarmonicOscillatorStrength.hasSum_oscillatorStrength' depends on axioms: [propext, Classical.choice, Quot.sound]
#print axioms HarmonicOscillatorStrength.one_lt_oscillatorStrength_iff
-- 'HarmonicOscillatorStrength.one_lt_oscillatorStrength_iff' depends on axioms: [propext, Classical.choice, Quot.sound]
```
